# A Hermitian block matrix with a possibly singular bath is positive semidefinite exactly when the bath is, the coupling factors through it and the relaxed system block is positive semidefinite

To test a stationary point for directions of negative curvature, a harmonic calculation can eliminate some of the coordinates and examine the smaller Hessian that remains, together with the Hessian block of the eliminated coordinates. With $A$ the block of the coordinates kept, $D$ the block of those eliminated and $B$ the coupling between them, the smaller Hessian is $A-BD^{-1}B^*$. This formula fails when $D$ has a zero eigenvalue, that is, when some nonzero displacement of the eliminated coordinates alone produces no harmonic force on any of them. If the linear equation $XD=B$ has a solution $X$, the elimination still works with $BD^{-1}$ replaced by $X$, and the smaller Hessian is $A-XDX^*$. The Albert criterion uses such a solution to characterise positive semidefiniteness of the full matrix

$$M=\begin{pmatrix}A&B\\B^*&D\end{pmatrix}.$$

It reads: $M\ge 0$ if and only if $D\ge 0$ and there is an $X$ with $B=XD$ and $A-XDX^*\ge 0$.

The same test applies to a finite Hermitian Hamiltonian matrix $H$. With $M=H-E$ for a real number $E$, it decides whether $E$ is a lower bound to all eigenvalues of $H$, even when $E$ is itself an eigenvalue of the bath block of $H$.

## System, bath and relaxed block

The coordinates kept are called the system and those eliminated the bath; no temperature or continuum is implied. They are labelled by the finite index types `m` and `n`, so $A$ is $m\times m$, $B$ is $m\times n$ and $D$ is $n\times n$, all with complex entries. Lean writes the adjoint $B^*$ as `Bᴴ` and the full matrix $M$ as `fromBlocks A B Bᴴ D`. The predicate `PosSemidef` includes Hermiticity, so neither $A$ nor $D$ needs a separate assumption in the criterion.

```lean
import Mathlib

open Matrix
open scoped ComplexOrder

namespace AlbertCriterion

variable {m n : Type*} [Fintype m] [Fintype n] [DecidableEq m] [DecidableEq n]
```

The matrix left after the elimination is

$$S=A-XDX^*,$$

a generalised Schur complement. It is defined for any $X$; the equation $B=XD$ enters later.

```lean
/-- The system block `A - X D Xᴴ`, corrected for a bath `D` that is coupled to the system
through `X D`. -/
def relaxedBlock (A : Matrix m m ℂ) (D : Matrix n n ℂ) (X : Matrix m n ℂ) : Matrix m m ℂ :=
  A - X * D * Xᴴ
```

The energy of a vector $z$ is taken as $\operatorname{Re} z^*Mz$. The harmonic energy of a displacement carries a further factor $\tfrac12$, which affects neither signs nor the position of minima. Along a direction of zero curvature, the higher terms of the potential decide whether the energy rises or falls. For $M=H-E$ and a nonzero amplitude vector $z$, the quantity $\operatorname{Re} z^*Mz$ is the mean energy of the state, measured from $E$, times the squared norm $z^*z$.

```lean
/-- The quadratic energy `Re (z* M z)` of a displacement or amplitude vector `z`. -/
def energy {k : Type*} [Fintype k] (M : Matrix k k ℂ) (z : k → ℂ) : ℝ :=
  (star z ⬝ᵥ M *ᵥ z).re
```

## Zero modes of the bath decouple

Let $M\ge 0$ and let $v$ be a zero mode of the bath, $Dv=0$. The vector $z=(0,v)$, with no system component, has

$$z^*Mz=v^*Dv=0.$$

A positive semidefinite matrix can be written $M=C^*C$, so $\|Cz\|^2=0$, hence $Cz=0$ and $Mz=0$. The system component of $Mz$ is $Bv$, and therefore $Bv=0$.

In Lean the stacked vector is `Sum.elim 0 v`. The lemma `dotProduct_mulVec_zero_iff` supplies the step from zero energy to $Mz=0$, and the component `Sum.inl i` of that equation is the claim.

```lean
omit [DecidableEq m] [DecidableEq n] in
/-- If the full matrix is positive semidefinite, every zero mode of the bath is decoupled
from the system. -/
theorem zero_mode_decouples {A : Matrix m m ℂ} {B : Matrix m n ℂ} {D : Matrix n n ℂ}
    (hM : (fromBlocks A B Bᴴ D).PosSemidef) {v : n → ℂ} (hv : D *ᵥ v = 0) :
    B *ᵥ v = 0 := by
  -- the vector (0, v) has zero energy, so the full matrix annihilates it
  have h0 : fromBlocks A B Bᴴ D *ᵥ Sum.elim 0 v = 0 := by
    apply (hM.dotProduct_mulVec_zero_iff _).mp
    simp [dotProduct, Fintype.sum_sum_type, fromBlocks_mulVec, hv]
  ext i
  have hi := congrFun h0 (Sum.inl i)
  simpa [fromBlocks_mulVec] using hi
```

## The coupling factors through the bath

Suppose that $Bv=0$ whenever $Dv=0$. On the range of $D$, define a linear map by

$$g(Dv)=Bv.$$

It is well defined: if $Dv=Dv'$, then $D(v-v')=0$, so $B(v-v')=0$ and $Bv=Bv'$. Extend $g$ linearly to the whole bath space, for instance by zero on a complement of the range, and let $X$ be its matrix. Then $XDv=Bv$ for every $v$, which is $XD=B$. Neither Hermiticity nor positivity of $D$ is used.

The proof builds $g$ from two maps: the inverse of the isomorphism between the bath space modulo $\ker D$ and the range of $D$, followed by the map that $B$ induces on the quotient. `LinearMap.exists_extend` performs the extension, and evaluating its defining equation at $Dv$ gives the factorisation.

```lean
omit [Fintype m] [DecidableEq m] in
/-- If the coupling `B` vanishes on all zero modes of `D`, it factors through the bath as
`B = X D`. -/
theorem coupling_factors [Finite m] {B : Matrix m n ℂ} {D : Matrix n n ℂ}
    (h : ∀ v, D *ᵥ v = 0 → B *ᵥ v = 0) : ∃ X : Matrix m n ℂ, B = X * D := by
  have hk : LinearMap.ker (toLin' D) ≤ LinearMap.ker (toLin' B) := by
    intro v hv
    rw [LinearMap.mem_ker, toLin'_apply] at hv ⊢
    exact h v hv
  -- define the map on the range of D, then extend it to the whole bath space
  obtain ⟨g, hg⟩ := LinearMap.exists_extend
    ((LinearMap.ker (toLin' D)).liftQ (toLin' B) hk ∘ₗ
      (toLin' D).quotKerEquivRange.symm.toLinearMap)
  refine ⟨LinearMap.toMatrix' g, toLin'.injective (LinearMap.ext fun v => ?_)⟩
  have hv := LinearMap.congr_fun hg ⟨toLin' D v, LinearMap.mem_range_self _ v⟩
  rw [LinearMap.comp_apply, LinearMap.comp_apply, LinearEquiv.coe_coe,
    LinearMap.quotKerEquivRange_symm_apply_image, Submodule.mkQ_apply,
    Submodule.liftQ_apply] at hv
  rw [toLin'_mul, toLin'_toMatrix', LinearMap.comp_apply]
  exact hv.symm
```

## Two congruences link the full matrix to the relaxed block

Now let $B=XD$ with $D^*=D$, so that $B^*=DX^*$. If $M\ge 0$, its diagonal block $D$ is positive semidefinite as well. Multiplying $M$ from the left by the block row $(1,\,-X)$ gives

$$(1,\,-X)\begin{pmatrix}A&XD\\DX^*&D\end{pmatrix}=(A-XDX^*,\;0),$$

and multiplying from the right by the adjoint of that row leaves $S$. A congruence $RMR^*$ preserves positive semidefiniteness, so $S\ge 0$.

Conversely, let $D\ge 0$ and $S\ge 0$. Then

$$M=\begin{pmatrix}1\\0\end{pmatrix}S\,(1,\,0)+\begin{pmatrix}X\\1\end{pmatrix}D\,(X^*,\,1)$$

is a sum of two positive semidefinite matrices. The upper left block of the sum is $S+XDX^*=A$, and the other blocks are $XD$, $DX^*$ and $D$.

Both directions use `mul_mul_conjTranspose_same` for the congruences. The remaining lines check the block products.

```lean
/-- For a coupling of the form `X D`, the full matrix is positive semidefinite exactly when
the bath and the relaxed system block both are. -/
theorem posSemidef_iff_of_factor (A : Matrix m m ℂ) (D : Matrix n n ℂ) (X : Matrix m n ℂ) :
    (fromBlocks A (X * D) (X * D)ᴴ D).PosSemidef ↔
      D.PosSemidef ∧ (relaxedBlock A D X).PosSemidef := by
  constructor
  · intro hM
    have hD : D.PosSemidef := hM.submatrix Sum.inr
    have hH : Dᴴ = D := hD.isHermitian
    refine ⟨hD, ?_⟩
    -- congruence with the row (1, -X) eliminates the bath
    have h := hM.mul_mul_conjTranspose_same (fromCols (1 : Matrix m m ℂ) (-X))
    convert h using 1
    rw [conjTranspose_fromCols_eq_fromRows_conjTranspose, fromCols_mul_fromBlocks,
      fromCols_mul_fromRows]
    simp [relaxedBlock, conjTranspose_mul, hH, Matrix.mul_assoc, sub_eq_add_neg]
  · rintro ⟨hD, hS⟩
    have hH : Dᴴ = D := hD.isHermitian
    -- the full matrix is a sum of two positive semidefinite congruences
    have h := (hS.mul_mul_conjTranspose_same
      (fromRows (1 : Matrix m m ℂ) (0 : Matrix n m ℂ))).add
      (hD.mul_mul_conjTranspose_same (fromRows X (1 : Matrix n n ℂ)))
    convert h using 1
    simp only [conjTranspose_fromRows_eq_fromCols_conjTranspose, fromRows_mul]
    simp only [relaxedBlock, conjTranspose_mul, hH]
    ext (i | i) (j | j) <;> simp
```

## The criterion

If $M\ge 0$, its zero bath modes decouple, so $B=XD$ for some $X$. The diagonal block gives $D\ge 0$, and the first congruence gives $S\ge 0$. If instead $D\ge 0$ and a suitable $X$ are given, the sum of two congruences gives $M\ge 0$.

The criterion is often written with the pseudoinverse $D^+$ and the particular choice $X=BD^+$. The theorem below asks only for some solution $X$, and no pseudoinverse appears in it. In the proof, `rfl` in the patterns replaces $B$ by $XD$ throughout.

```lean
/-- **Albert criterion**: a block matrix with system `A`, coupling `B` and a possibly singular
bath `D` is positive semidefinite if and only if `D` is, and `B = X D` for some `X` with
`A - X D Xᴴ` positive semidefinite. -/
theorem albert_criterion (A : Matrix m m ℂ) (B : Matrix m n ℂ) (D : Matrix n n ℂ) :
    (fromBlocks A B Bᴴ D).PosSemidef ↔
      D.PosSemidef ∧ ∃ X : Matrix m n ℂ, B = X * D ∧ (A - X * D * Xᴴ).PosSemidef := by
  constructor
  · intro hM
    obtain ⟨X, rfl⟩ := coupling_factors fun v hv => zero_mode_decouples hM hv
    obtain ⟨hD, hS⟩ := (posSemidef_iff_of_factor A D X).mp hM
    exact ⟨hD, X, rfl, hS⟩
  · rintro ⟨hD, X, rfl, hS⟩
    exact (posSemidef_iff_of_factor A D X).mpr ⟨hD, hS⟩
```

## Every solution gives the same relaxed block

For a singular $D$ the equation $XD=B$ can have many solutions. Let $XD=YD$ with $D$ Hermitian. The adjoint equation is $DX^*=DY^*$, and

$$XDX^*=YDX^*=YDY^*.$$

A calculation may therefore use any solution. A least-squares solver returns an $X$ even when there is no solution, so the equation $XD=B$ has to be checked. The Lean proof makes the same two replacements, with `h` for the first and `h'` for the second.

```lean
omit [Fintype m] [DecidableEq m] [DecidableEq n] in
/-- For a Hermitian bath, two solutions `X` and `Y` of the same coupling equation give the same
relaxed system block. -/
theorem relaxedBlock_unique (A : Matrix m m ℂ) {D : Matrix n n ℂ} (hD : D.IsHermitian)
    {X Y : Matrix m n ℂ} (h : X * D = Y * D) : relaxedBlock A D X = relaxedBlock A D Y := by
  have hH : Dᴴ = D := hD
  have h' : D * Xᴴ = D * Yᴴ := by
    simpa [conjTranspose_mul, hH] using congrArg conjTranspose h
  unfold relaxedBlock
  rw [h, Matrix.mul_assoc, h', ← Matrix.mul_assoc]
```

## Relaxing the bath minimises the energy

Let $x$ be the system coordinate and $y$ the bath coordinate. For Hermitian $D$ and coupling $XD$, the quadratic form is

$$x^*Ax+x^*XDy+y^*DX^*x+y^*Dy.$$

Expanding the bath form at the shifted coordinate $y+X^*x$ gives

$$(y+X^*x)^*D(y+X^*x)=y^*Dy+y^*DX^*x+x^*XDy+x^*XDX^*x.$$

Subtracting the second line from the first leaves $x^*Ax-x^*XDX^*x=x^*Sx$, so the full form equals

$$x^*Sx+(y+X^*x)^*D(y+X^*x).$$

This is an identity between complex numbers and needs no positivity. The product `⬝ᵥ` does not conjugate, which is why `star` is written out. In the proof, `hX` moves $X^*$ from the left factor to the right one, and `ring` compares the expanded terms.

```lean
omit [DecidableEq m] [DecidableEq n] in
/-- Completing the square: for a Hermitian bath, the quadratic form of the full matrix is that of
the relaxed system block plus that of the bath at the shifted coordinate `y + Xᴴ x`. -/
theorem complete_square (A : Matrix m m ℂ) {D : Matrix n n ℂ} (hD : D.IsHermitian)
    (X : Matrix m n ℂ) (x : m → ℂ) (y : n → ℂ) :
    star (Sum.elim x y) ⬝ᵥ fromBlocks A (X * D) (X * D)ᴴ D *ᵥ Sum.elim x y =
      star x ⬝ᵥ relaxedBlock A D X *ᵥ x + star (y + Xᴴ *ᵥ x) ⬝ᵥ D *ᵥ (y + Xᴴ *ᵥ x) := by
  have hH : Dᴴ = D := hD
  have hs : star (Sum.elim x y) = Sum.elim (star x) (star y) := by
    ext i
    cases i <;> rfl
  have hX : ∀ w : n → ℂ, star (Xᴴ *ᵥ x) ⬝ᵥ w = star x ⬝ᵥ X *ᵥ w := by
    intro w
    rw [star_mulVec, conjTranspose_conjTranspose, Matrix.dotProduct_mulVec]
  rw [hs, fromBlocks_mulVec, sumElim_dotProduct_sumElim, Sum.elim_comp_inl,
    Sum.elim_comp_inr, conjTranspose_mul, hH, star_add, add_dotProduct, hX]
  simp only [relaxedBlock, sub_mulVec, mulVec_add, dotProduct_add, dotProduct_sub,
    mulVec_mulVec, Matrix.mul_assoc]
  ring
```

If $D\ge 0$, the second term is never negative, and it vanishes at $y=-X^*x$. Hence

$$\min_y\ \operatorname{Re}\begin{pmatrix}x\\y\end{pmatrix}^{*}M\begin{pmatrix}x\\y\end{pmatrix}=\operatorname{Re}x^*Sx.$$

This is the sense in which $S$ is the relaxed block. The minimising $y$ is not unique for a singular bath, since any zero mode can be added to it.

`IsLeast` says that the value is attained and that no bath coordinate gives a lower one. The two halves of the proof insert $y=-X^*x$ and use the sign of the bath term. The coupling is assumed to have the form $XD$, which the criterion guarantees whenever $M\ge 0$.

```lean
omit [DecidableEq m] [DecidableEq n] in
/-- For a positive semidefinite bath and coupling `X D`, the energy of the relaxed system block
is the minimum of the full energy over all bath coordinates at fixed system coordinate `x`. -/
theorem relaxed_energy_isLeast (A : Matrix m m ℂ) {D : Matrix n n ℂ} (hD : D.PosSemidef)
    (X : Matrix m n ℂ) (x : m → ℂ) :
    IsLeast (Set.range fun y : n → ℂ =>
      energy (fromBlocks A (X * D) (X * D)ᴴ D) (Sum.elim x y))
      (energy (relaxedBlock A D X) x) := by
  constructor
  · -- the bath relaxes to y = -Xᴴ x
    refine ⟨-(Xᴴ *ᵥ x), ?_⟩
    simp only [energy]
    rw [complete_square A hD.isHermitian]
    simp
  · rintro _ ⟨y, rfl⟩
    simp only [energy]
    rw [complete_square A hD.isHermitian, Complex.add_re]
    have h : (0 : ℝ) ≤ (star (y + Xᴴ *ᵥ x) ⬝ᵥ D *ᵥ (y + Xᴴ *ᵥ x)).re :=
      (Complex.le_def.mp (hD.dotProduct_mulVec_nonneg _)).1
    linarith
```

## A positive definite bath gives the usual Schur complement

If $D>0$, it is invertible, and $X=BD^{-1}$ solves $XD=B$. The correction becomes

$$XDX^*=BD^{-1}DD^{-1}B^*=BD^{-1}B^*.$$

Since $D\ge 0$ holds already, $M\ge 0$ is equivalent to $A-BD^{-1}B^*\ge 0$. The proof specialises the earlier equivalence to this $X$ and removes the condition on $D$ with `and_iff_right`.

```lean
/-- For a positive definite bath, the full matrix is positive semidefinite exactly when the
Schur complement `A - B D⁻¹ Bᴴ` is. -/
theorem posDef_bath (A : Matrix m m ℂ) (B : Matrix m n ℂ) {D : Matrix n n ℂ}
    (hD : D.PosDef) :
    (fromBlocks A B Bᴴ D).PosSemidef ↔ (A - B * D⁻¹ * Bᴴ).PosSemidef := by
  have hu : IsUnit D.det := (isUnit_iff_isUnit_det D).mp hD.isUnit
  have hH : Dᴴ = D := hD.isHermitian
  have hB : B * D⁻¹ * D = B := by rw [Matrix.mul_assoc, nonsing_inv_mul D hu, Matrix.mul_one]
  have h := posSemidef_iff_of_factor A D (B * D⁻¹)
  rw [relaxedBlock, hB, conjTranspose_mul, conjTranspose_nonsing_inv, hH,
    ← Matrix.mul_assoc] at h
  exact h.trans (and_iff_right hD.posSemidef)
```

## One level and a singular bath of two modes

Take a system of one level with real energy $a$, coupled with the same complex strength $b$ to both basis states of the bath

$$D=\begin{pmatrix}1&1\\1&1\end{pmatrix}.$$

The eigenvalues of $D$ are $2$ and $0$, with normalised eigenvectors $(1,1)/\sqrt2$ and $(1,-1)/\sqrt2$. The coupling row $B=(b,\,b)$ gives zero on the second, as $M\ge 0$ requires. The row $X=(b,\,0)$ solves $XD=B$, and

$$XDX^*=|b|^2,\qquad S=a-|b|^2.$$

So $M\ge 0$ exactly when $|b|^2\le a$. The eigenvector picture gives the same shift: the coupling to the mode with eigenvalue $2$ is $\sqrt2\,b$, and $|\sqrt2\,b|^2/2=|b|^2$. Had the two couplings been different, the zero mode would not decouple, and no value of $a$ would make $M$ positive semidefinite.

In Lean, `hB` verifies the factorisation, `hD` obtains $D\ge 0$ by writing $D$ as the adjoint of the row $(1,\,1)$ times that row, and `hS` computes the relaxed block as a $1\times1$ diagonal matrix.

```lean
/-- One level of energy `a`, coupled with equal strength `b` to both basis states of the singular
bath `[[1, 1], [1, 1]]`, gives a positive semidefinite matrix exactly when `|b|² ≤ a`. -/
theorem singular_bath_example (a : ℝ) (b : ℂ) :
    (fromBlocks !![(a : ℂ)] !![b, b] !![b, b]ᴴ !![1, 1; 1, 1]).PosSemidef ↔
      ‖b‖ ^ 2 ≤ a := by
  have hB : !![b, b] = !![b, 0] * !![(1 : ℂ), 1; 1, 1] := by
    ext i j
    fin_cases i
    fin_cases j <;> simp [Matrix.mul_apply, Fin.sum_univ_succ]
  have hD : (!![(1 : ℂ), 1; 1, 1]).PosSemidef := by
    have h := posSemidef_conjTranspose_mul_self !![(1 : ℂ), 1]
    convert h using 1
    ext i j
    fin_cases i <;> fin_cases j <;> simp [Matrix.mul_apply]
  have hS : relaxedBlock !![(a : ℂ)] !![(1 : ℂ), 1; 1, 1] !![b, 0] =
      diagonal fun _ : Fin 1 => ((a - ‖b‖ ^ 2 : ℝ) : ℂ) := by
    ext i j
    fin_cases i
    fin_cases j
    simp only [relaxedBlock, Matrix.sub_apply, Matrix.mul_apply, conjTranspose_apply,
      Fin.sum_univ_two]
    simp [Complex.mul_conj, Complex.normSq_eq_norm_sq]
  rw [hB, posSemidef_iff_of_factor, and_iff_right hD, hS, posSemidef_diagonal_iff]
  simp only [Complex.zero_le_real, sub_nonneg, forall_const]

end AlbertCriterion
```

```lean
#print axioms AlbertCriterion.posSemidef_iff_of_factor
#print axioms AlbertCriterion.albert_criterion
#print axioms AlbertCriterion.posDef_bath
#print axioms AlbertCriterion.singular_bath_example
```

```
'AlbertCriterion.posSemidef_iff_of_factor' depends on axioms: [propext, Classical.choice, Quot.sound]
'AlbertCriterion.albert_criterion' depends on axioms: [propext, Classical.choice, Quot.sound]
'AlbertCriterion.posDef_bath' depends on axioms: [propext, Classical.choice, Quot.sound]
'AlbertCriterion.singular_bath_example' depends on axioms: [propext, Classical.choice, Quot.sound]
```
